# For a reducible pair of even and odd orbitals, orthonormality in the overlap operator does not make the plain overlap matrix a multiple of the identity

The theorem gives a two-dimensional model with one even and one odd basis orbital, on which inversion acts as P = diag(1, −1) and the overlap operator is S = diag(1, 4). The columns of C = diag(1, 1/2) are orthonormal in S and are mixed by inversion through P itself, yet CᴴC = diag(1, 1/4) is not a multiple of the identity. The plain trace of CᴴPC is 3/4, while the trace of CᴴSPC is 0; the 3/4 arises because the second column has plain squared norm 1/4, and with each column's plain expectation value divided by its squared norm the sum would be 1 − 1 = 0. The attempt checks the matrix identities entry by entry, refutes CᴴC = c·1 by comparing the two diagonal entries, and computes both traces with `norm_num`.

Lean 4 with Mathlib refuses this proof:

```lean
import Mathlib

open Matrix
open scoped ComplexOrder

namespace ReducibleCounterexample

noncomputable section

variable {ι n m : Type*} [Fintype n] [DecidableEq n] [Fintype m] [DecidableEq m]

/-- The columns of `C` are pseudo-orbitals, orthonormal in the overlap operator `S`, which
the unitary symmetry operations `U g` mix among themselves through the matrices `D g`;
`S` commutes with every `U g`. The operations may be a whole group or a set of generators. -/
structure IsMultiplet (U : ι → Matrix n n ℂ) (S : Matrix n n ℂ) (C : Matrix n m ℂ)
    (D : ι → Matrix m m ℂ) : Prop where
  unitary : ∀ g, (U g)ᴴ * U g = 1
  invariant : ∀ g, S * U g = U g * S
  normalized : Cᴴ * S * C = 1
  covariant : ∀ g, U g * C = C * D g

variable {U : ι → Matrix n n ℂ} {S : Matrix n n ℂ} {C : Matrix n m ℂ}
  {D : ι → Matrix m m ℂ}

/-- The number 2 is its own complex conjugate. -/
lemma conj_two : (starRingEnd ℂ) 2 = 2 := map_ofNat (starRingEnd ℂ) 2

/-- Irreducibility cannot be dropped: for an even and an odd basis orbital with overlaps 1 and 4,
each rescaled to unit norm in `S`, the plain overlap matrix is not a multiple of the identity, and
the inversion has plain trace 3/4 although its character computed with `S` is 0. -/
theorem reducible_counterexample :
    let P : Matrix (Fin 2) (Fin 2) ℂ := !![1, 0; 0, -1]
    let S : Matrix (Fin 2) (Fin 2) ℂ := !![1, 0; 0, 4]
    let C : Matrix (Fin 2) (Fin 2) ℂ := !![1, 0; 0, 1/2]
    IsMultiplet (fun _ : Unit => P) S C (fun _ => P) ∧
      (∀ c : ℂ, Cᴴ * C ≠ c • (1 : Matrix (Fin 2) (Fin 2) ℂ)) ∧
      (Cᴴ * P * C).trace = 3 / 4 ∧ (Cᴴ * S * P * C).trace = 0 := by
  intro P S C
  refine ⟨⟨fun _ => ?_, fun _ => ?_, ?_, fun _ => ?_⟩, fun c hc => ?_, ?_, ?_⟩
  · ext i j
    fin_cases i <;> fin_cases j <;> norm_num [P, Matrix.mul_apply, Fin.sum_univ_succ]
  · ext i j
    fin_cases i <;> fin_cases j <;> norm_num [P, S, Matrix.mul_apply, Fin.sum_univ_succ]
  · ext i j
    fin_cases i <;> fin_cases j <;> norm_num [S, C, Matrix.mul_apply, Fin.sum_univ_succ]
  · ext i j
    fin_cases i <;> fin_cases j <;> norm_num [P, C, Matrix.mul_apply, Fin.sum_univ_succ]
  · have a : (1 : ℂ) = c := by
      simpa [C, Matrix.mul_apply, Fin.sum_univ_succ] using congrFun (congrFun hc 0) 0
    have b : (1 / 2 : ℂ) * (1 / 2) = c := by
      simpa [C, Matrix.mul_apply, Fin.sum_univ_succ] using congrFun (congrFun hc 1) 1
    rw [← a] at b
    norm_num at b
  · norm_num [P, C, Matrix.trace_fin_two, Matrix.mul_apply, Fin.sum_univ_succ]
  · norm_num [P, S, C, Matrix.trace_fin_two, Matrix.mul_apply, Fin.sum_univ_succ]

end

end ReducibleCounterexample
```

The compiler's answer:

```
Main.lean:44:2: error: unsolved goals
case refine_3.«1».«1»
P : Matrix (Fin 2) (Fin 2) ℂ := !![1, 0; 0, -1]
S : Matrix (Fin 2) (Fin 2) ℂ := !![1, 0; 0, 4]
C : Matrix (Fin 2) (Fin 2) ℂ := !![1, 0; 0, 1 / 2]
⊢ ((starRingEnd ℂ) 2)⁻¹ * 4 * (1 / 2) = 1
Main.lean:51:6: error: Type mismatch: After simplification, term
  congrFun (congrFun hc 1) 1
 has type
  ((starRingEnd ℂ) 2)⁻¹ * 2⁻¹ = c
but is expected to have type
  2⁻¹ * 2⁻¹ = c
Main.lean:54:2: error: unsolved goals
case refine_6
P : Matrix (Fin 2) (Fin 2) ℂ := !![1, 0; 0, -1]
S : Matrix (Fin 2) (Fin 2) ℂ := !![1, 0; 0, 4]
C : Matrix (Fin 2) (Fin 2) ℂ := !![1, 0; 0, 1 / 2]
⊢ 1 + -(((starRingEnd ℂ) 2)⁻¹ * (1 / 2)) = 3 / 4
Main.lean:55:2: error: unsolved goals
case refine_7
P : Matrix (Fin 2) (Fin 2) ℂ := !![1, 0; 0, -1]
S : Matrix (Fin 2) (Fin 2) ℂ := !![1, 0; 0, 4]
C : Matrix (Fin 2) (Fin 2) ℂ := !![1, 0; 0, 1 / 2]
⊢ 1 + -(((starRingEnd ℂ) 2)⁻¹ * 4 * (1 / 2)) = 0
```

What went wrong. All four messages have one cause: the complex conjugate of the number 2 is left unevaluated. The conjugate transpose `Cᴴ` conjugates the entry 1/2, and simplification turns this into `((starRingEnd ℂ) 2)⁻¹` but goes no further. So `norm_num` cannot finish the lower diagonal entry of the normalisation CᴴSC = 1, nor either trace. In the proof of `b`, `simpa` meets the same obstacle as a type mismatch: the simplified hypothesis has `((starRingEnd ℂ) 2)⁻¹` where the goal has `2⁻¹`.

The file already proves the missing fact as `conj_two`, but the failing calls were not given it. The repair adds it to each of them, so that the conjugate becomes 2: what remains is plain arithmetic in the three `norm_num` goals, and in `b` the two sides agree.

Gathering the four `IsMultiplet` conditions under one shared tactic call is mere tidying, as is the new line break in `simpa`; of those four conditions, only the normalisation had failed.

The change, after which it compiles:

```diff
@@ -37,21 +37,17 @@
       (Cᴴ * P * C).trace = 3 / 4 ∧ (Cᴴ * S * P * C).trace = 0 := by
   intro P S C
-  refine ⟨⟨fun _ => ?_, fun _ => ?_, ?_, fun _ => ?_⟩, fun c hc => ?_, ?_, ?_⟩
-  · ext i j
-    fin_cases i <;> fin_cases j <;> norm_num [P, Matrix.mul_apply, Fin.sum_univ_succ]
-  · ext i j
-    fin_cases i <;> fin_cases j <;> norm_num [P, S, Matrix.mul_apply, Fin.sum_univ_succ]
-  · ext i j
-    fin_cases i <;> fin_cases j <;> norm_num [S, C, Matrix.mul_apply, Fin.sum_univ_succ]
-  · ext i j
-    fin_cases i <;> fin_cases j <;> norm_num [P, C, Matrix.mul_apply, Fin.sum_univ_succ]
+  refine ⟨?_, fun c hc => ?_, ?_, ?_⟩
+  · refine ⟨fun _ => ?_, fun _ => ?_, ?_, fun _ => ?_⟩ <;> ext i j <;>
+      fin_cases i <;> fin_cases j <;>
+      norm_num [P, S, C, conj_two, Matrix.mul_apply, Fin.sum_univ_succ]
   · have a : (1 : ℂ) = c := by
       simpa [C, Matrix.mul_apply, Fin.sum_univ_succ] using congrFun (congrFun hc 0) 0
     have b : (1 / 2 : ℂ) * (1 / 2) = c := by
-      simpa [C, Matrix.mul_apply, Fin.sum_univ_succ] using congrFun (congrFun hc 1) 1
+      simpa [C, conj_two, Matrix.mul_apply, Fin.sum_univ_succ] using
+        congrFun (congrFun hc 1) 1
     rw [← a] at b
     norm_num at b
-  · norm_num [P, C, Matrix.trace_fin_two, Matrix.mul_apply, Fin.sum_univ_succ]
-  · norm_num [P, S, C, Matrix.trace_fin_two, Matrix.mul_apply, Fin.sum_univ_succ]
+  · norm_num [P, C, conj_two, Matrix.trace_fin_two, Matrix.mul_apply, Fin.sum_univ_succ]
+  · norm_num [P, S, C, conj_two, Matrix.trace_fin_two, Matrix.mul_apply, Fin.sum_univ_succ]
 
 end
```
